# Link fields on ℤ² have equal vorticity exactly when they differ by a discrete gradient

Electrons in a magnetic field have a paramagnetic current density j_p, which depends on the gauge. In current-density functional theory, a gauge change at fixed density n shifts it to j_p + n∇χ, where χ is the gauge function in suitable units. The exchange-correlation energy must not notice, so it is said to depend on j_p only through the vorticity, the curl of j_p/n. I would like to see this made rigorous on a square grid, with j_p/n living on the links. Do two such fields with the same circulation around every plaquette always differ by a discrete gradient, and does the reduction to vorticity follow? Can it be checked by machine, in Lean 4 for instance?

## Summing a curl-free field into a potential

Yes, on the infinite lattice ℤ², provided that χ may be any real site function. Let v₁(i,j) live on the link from site (i,j) to (i+1,j), and v₂(i,j) on the link to (i,j+1). Define

grad χ (i,j) = (χ(i+1,j) − χ(i,j), χ(i,j+1) − χ(i,j))

curl v (i,j) = v₁(i,j) + v₂(i+1,j) − v₁(i,j+1) − v₂(i,j).

In curl(grad χ) each corner value of χ appears once with each sign, so the sum is zero. Adding a gradient therefore preserves the curl.

Conversely, let v and v' have equal curl. Then w = v' − v has curl zero. For a function f on ℤ, let S[f] be its signed sum from the origin:

S[f](0) = 0, S[f](i+1) − S[f](i) = f(i).

Sum w along the horizontal axis, then vertically:

χ(i,j) = S[w₁(·,0)](i) + S[w₂(i,·)](j).

The vertical differences of χ are w₂(i,j) by construction. For the horizontal ones, fix i and set

E(j) = S[w₂(i+1,·)](j) − S[w₂(i,·)](j) − w₁(i,j).

Then

E(j+1) − E(j) = w₂(i+1,j) − w₂(i,j) − w₁(i,j+1) + w₁(i,j) = curl w (i,j) = 0,

so E(j) = E(0) = −w₁(i,0), and

χ(i+1,j) − χ(i,j) = w₁(i,0) + E(j) + w₁(i,j) = w₁(i,j).

Hence w = grad χ.

## From gauge invariance to a functional of vorticity

If F(v + grad χ) = F(v) always, then F agrees on fields of equal curl. Every vorticity pattern ω occurs: take v₁(i,j) = −S[ω(i,·)](j) and v₂ = 0, whose curl is S[ω(i,·)](j+1) − S[ω(i,·)](j) = ω(i,j). So G(ω) = F(any v with curl ω) is well defined, and it is the only G with F(v) = G(curl v). Conversely, any functional of the curl is invariant.

For a current J and a link density n without zeros, put v = J/n. The shift J → J + n grad χ becomes v → v + grad χ, and the same argument applies.

## What the Lean statements say

A `LinkField` is the pair (v₁, v₂), written `v.1` and `v.2`. `curl_eq_iff` is the equivalence, and `gaugeInvariant_iff` the reduction, with `∃!` for the unique G. In `current_gaugeInvariant_iff`, products and quotients are taken link by link, and G may depend on the fixed `n`.

F is defined on all real link fields, with values in any type; no continuity, decay or physical realisability is imposed. Its invariance is one side of an equivalence and is not derived from a Hamiltonian. The additive shift carries the continuum gauge rule over to links. In a tight-binding model, a gauge change instead multiplies the density-matrix element between two sites by a phase, which mixes its real and imaginary parts, so the paramagnetic bond current does not in general follow this rule.

Requiring χ to be periodic is a different matter. By `uniformFlow_no_periodic_potential`, a uniform flow c ≠ 0 has no curl, but its potential grows by cN over N sites, so it cannot have period N along the flow. On a torus, vorticity alone therefore misses such flows.

```lean
import Mathlib

open Finset

namespace LatticeVorticity

noncomputable section

/-- A real field on the links of the square lattice: the first component at `(i, j)` lives on
the link to `(i+1, j)`, the second on the link to `(i, j+1)`. -/
abbrev LinkField := (ℤ → ℤ → ℝ) × (ℤ → ℤ → ℝ)

/-- The discrete gradient of a site function: its difference along each link. -/
def grad (χ : ℤ → ℤ → ℝ) : LinkField :=
  (fun i j => χ (i + 1) j - χ i j, fun i j => χ i (j + 1) - χ i j)

/-- The vorticity: the anticlockwise circulation of a link field around the plaquette whose
lower left corner is `(i, j)`. -/
def curl (v : LinkField) (i j : ℤ) : ℝ :=
  v.1 i j + v.2 (i + 1) j - v.1 i (j + 1) - v.2 i j

/-- The signed sum of a function on a line of links, from the origin to a given site. -/
def lineSum (f : ℤ → ℝ) : ℤ → ℝ
  | Int.ofNat n => ∑ k ∈ range n, f (k : ℤ)
  | Int.negSucc n => -∑ k ∈ range (n + 1), f (Int.negSucc k)

/-- The line sum from the origin to itself vanishes. -/
theorem lineSum_zero (f : ℤ → ℝ) : lineSum f 0 = 0 := by
  show ∑ k ∈ range 0, f (k : ℤ) = 0
  exact sum_range_zero _

/-- Moving the endpoint by one site changes the line sum by the value on the link crossed. -/
theorem lineSum_succ (f : ℤ → ℝ) (i : ℤ) : lineSum f (i + 1) - lineSum f i = f i := by
  match i with
  | Int.ofNat n =>
    show (∑ k ∈ range (n + 1), f (k : ℤ)) - ∑ k ∈ range n, f (k : ℤ) = f (n : ℤ)
    rw [sum_range_succ]
    ring
  | Int.negSucc 0 =>
    show (∑ k ∈ range 0, f (k : ℤ)) - -(∑ k ∈ range 1, f (Int.negSucc k))
      = f (Int.negSucc 0)
    rw [sum_range_zero, sum_range_one]
    ring
  | Int.negSucc (n + 1) =>
    show -(∑ k ∈ range (n + 1), f (Int.negSucc k))
      - -(∑ k ∈ range (n + 1 + 1), f (Int.negSucc k)) = f (Int.negSucc (n + 1))
    rw [sum_range_succ _ (n + 1)]
    ring

/-- A function on a line of sites that does not change from site to site is constant. -/
theorem eq_of_step (g : ℤ → ℝ) (h : ∀ j, g (j + 1) = g j) (j : ℤ) : g j = g 0 := by
  refine Int.induction_on j rfl (fun n ih => (h _).trans ih) (fun n ih => ?_)
  have hn := h (-(n : ℤ) - 1)
  rw [sub_add_cancel] at hn
  exact hn.symm.trans ih

/-- Adding a discrete gradient leaves the vorticity of every plaquette unchanged. -/
theorem curl_add_grad (v : LinkField) (χ : ℤ → ℤ → ℝ) : curl (v + grad χ) = curl v := by
  funext i j
  simp only [curl, grad, Prod.fst_add, Prod.snd_add, Pi.add_apply]
  ring

/-- A link field without vorticity is the discrete gradient of a site function. -/
theorem exists_potential (w : LinkField) (h : ∀ i j, curl w i j = 0) :
    ∃ χ, w = grad χ := by
  -- sum along the horizontal axis, then vertically
  refine ⟨fun i j => lineSum (fun k => w.1 k 0) i + lineSum (w.2 i) j,
    Prod.ext (funext fun i => funext fun j => ?_) (funext fun i => funext fun j => ?_)⟩
  · -- the error on horizontal links does not depend on the row, and vanishes on the axis
    have hstep : ∀ l : ℤ,
        lineSum (w.2 (i + 1)) (l + 1) - lineSum (w.2 i) (l + 1) - w.1 i (l + 1)
          = lineSum (w.2 (i + 1)) l - lineSum (w.2 i) l - w.1 i l := by
      intro l
      have a := lineSum_succ (w.2 (i + 1)) l
      have b := lineSum_succ (w.2 i) l
      have c := h i l
      simp only [curl] at c
      linarith
    have hs : lineSum (w.2 (i + 1)) j - lineSum (w.2 i) j - w.1 i j
        = lineSum (w.2 (i + 1)) 0 - lineSum (w.2 i) 0 - w.1 i 0 :=
      eq_of_step (fun l => lineSum (w.2 (i + 1)) l - lineSum (w.2 i) l - w.1 i l) hstep j
    rw [lineSum_zero, lineSum_zero] at hs
    have hx : lineSum (fun k => w.1 k 0) (i + 1) - lineSum (fun k => w.1 k 0) i = w.1 i 0 :=
      lineSum_succ (fun k => w.1 k 0) i
    simp only [grad]
    linarith
  · have hy := lineSum_succ (w.2 i) j
    simp only [grad]
    linarith

/-- Two link fields have the same vorticity on every plaquette if and only if they differ by
the discrete gradient of a site function. -/
theorem curl_eq_iff (v v' : LinkField) : curl v' = curl v ↔ ∃ χ, v' - v = grad χ := by
  constructor
  · intro h
    refine exists_potential (v' - v) fun i j => ?_
    have hij := congrFun (congrFun h i) j
    simp only [curl, Prod.fst_sub, Prod.snd_sub, Pi.sub_apply] at hij ⊢
    linarith
  · rintro ⟨χ, h⟩
    rw [← curl_add_grad v χ, ← h, add_sub_cancel]

/-- Every assignment of vorticities to the plaquettes is the curl of some link field. -/
theorem curl_surjective : Function.Surjective curl := by
  intro ω
  -- a field on horizontal links only, as in the Landau gauge
  refine ⟨(fun i j => -lineSum (ω i) j, fun _ _ => 0), funext fun i => funext fun j => ?_⟩
  have h := lineSum_succ (ω i) j
  simp only [curl]
  linarith

/-- A functional of link fields is invariant under adding discrete gradients if and only if it
is a functional of the vorticity alone, and that functional is then unique. -/
theorem gaugeInvariant_iff {α : Type*} (F : LinkField → α) :
    (∀ v χ, F (v + grad χ) = F v) ↔ ∃! G : (ℤ → ℤ → ℝ) → α, ∀ v, F v = G (curl v) := by
  constructor
  · intro h
    have hc : ∀ v u, curl v = curl u → F v = F u := by
      intro v u hvu
      obtain ⟨χ, hχ⟩ := (curl_eq_iff u v).1 hvu
      rw [← h u χ, ← hχ, add_sub_cancel]
    -- evaluate F on any field with the prescribed vorticity
    refine ⟨fun ω => F (Function.surjInv curl_surjective ω),
      fun v => hc _ _ (Function.surjInv_eq curl_surjective _).symm,
      fun G' hG' => funext fun ω => ?_⟩
    have e : F (Function.surjInv curl_surjective ω)
        = G' (curl (Function.surjInv curl_surjective ω)) := hG' _
    show G' ω = F (Function.surjInv curl_surjective ω)
    rw [e, Function.surjInv_eq curl_surjective]
  · rintro ⟨G, hG, -⟩ v χ
    calc F (v + grad χ) = G (curl (v + grad χ)) := hG _
      _ = G (curl v) := by rw [curl_add_grad]
      _ = F v := (hG v).symm

/-- At fixed link density `n`, nowhere zero, a functional of the paramagnetic current `J` is
invariant under `J → J + n grad χ` if and only if it is a functional of the vorticity of `J / n`
alone, and that functional is then unique. -/
theorem current_gaugeInvariant_iff {α : Type*} (n : LinkField)
    (hn : ∀ i j, n.1 i j ≠ 0 ∧ n.2 i j ≠ 0) (F : LinkField → α) :
    (∀ J χ, F (J + n * grad χ) = F J) ↔
      ∃! G : (ℤ → ℤ → ℝ) → α, ∀ J, F J = G (curl (J / n)) := by
  have h1 : ∀ J : LinkField, n * (J / n) = J := fun J =>
    Prod.ext (funext fun i => funext fun j => mul_div_cancel₀ _ (hn i j).1)
      (funext fun i => funext fun j => mul_div_cancel₀ _ (hn i j).2)
  have h2 : ∀ v : LinkField, n * v / n = v := fun v =>
    Prod.ext (funext fun i => funext fun j => mul_div_cancel_left₀ _ (hn i j).1)
      (funext fun i => funext fun j => mul_div_cancel_left₀ _ (hn i j).2)
  constructor
  · intro h
    -- pass from the current J to the velocity v = J / n
    obtain ⟨G, hG, hu⟩ := (gaugeInvariant_iff (fun v => F (n * v))).1 (fun v χ => by
      show F (n * (v + grad χ)) = F (n * v)
      rw [mul_add]
      exact h _ _)
    refine ⟨G, fun J => ?_, fun G' hG' => hu G' fun v => ?_⟩
    · have hJ : F (n * (J / n)) = G (curl (J / n)) := hG (J / n)
      rwa [h1] at hJ
    · have hv : F (n * v) = G' (curl (n * v / n)) := hG' (n * v)
      rwa [h2] at hv
  · rintro ⟨G, hG, -⟩ J χ
    have h3 : (J + n * grad χ) / n = J / n + grad χ := by
      rw [← h2 (J / n + grad χ), mul_add, h1]
    calc F (J + n * grad χ) = G (curl ((J + n * grad χ) / n)) := hG _
      _ = G (curl (J / n)) := by rw [h3, curl_add_grad]
      _ = F J := (hG J).symm

/-- The uniform flow of strength `c` along the horizontal links. -/
def uniformFlow (c : ℝ) : LinkField := (fun _ _ => c, fun _ _ => 0)

/-- A nonzero uniform flow has no vorticity, yet it is not the gradient of any site function
that is periodic along the flow. -/
theorem uniformFlow_no_periodic_potential (c : ℝ) (hc : c ≠ 0) (N : ℕ) (hN : N ≠ 0) :
    curl (uniformFlow c) = 0 ∧
      ¬ ∃ χ : ℤ → ℤ → ℝ, (∀ i j, χ (i + N) j = χ i j) ∧ grad χ = uniformFlow c := by
  constructor
  · funext i j
    simp [curl, uniformFlow]
  · rintro ⟨χ, hp, hg⟩
    have hs : ∀ i : ℤ, χ (i + 1) 0 - χ i 0 = c := fun i =>
      congrFun (congrFun (congrArg Prod.fst hg) i) 0
    -- the potential grows by c per site, hence by c N over one period
    have hstep : ∀ i : ℤ, χ (i + 1) 0 - c * ((i + 1 : ℤ) : ℝ) = χ i 0 - c * (i : ℝ) := by
      intro i
      have hi := hs i
      push_cast
      linarith
    have hk : χ (N : ℤ) 0 - c * ((N : ℤ) : ℝ) = χ 0 0 - c * ((0 : ℤ) : ℝ) :=
      eq_of_step (fun i => χ i 0 - c * (i : ℝ)) hstep N
    have hp0 : χ (N : ℤ) 0 = χ 0 0 := by
      have h0 := hp 0 0
      rwa [zero_add] at h0
    push_cast at hk
    have hz : c * (N : ℝ) = 0 := by linarith
    exact mul_ne_zero hc (Nat.cast_ne_zero.2 hN) hz

end

end LatticeVorticity
```

```lean
#print axioms LatticeVorticity.curl_eq_iff
#print axioms LatticeVorticity.current_gaugeInvariant_iff
#print axioms LatticeVorticity.uniformFlow_no_periodic_potential
```

```
'LatticeVorticity.curl_eq_iff' depends on axioms: [propext, Classical.choice, Quot.sound]
'LatticeVorticity.current_gaugeInvariant_iff' depends on axioms: [propext, Classical.choice, Quot.sound]
'LatticeVorticity.uniformFlow_no_periodic_potential' depends on axioms: [propext, Classical.choice, Quot.sound]
```

## How the proof follows the sums

`lineSum` is S, and `lineSum_succ` checks its difference rule on both sides of the origin. `eq_of_step` turns E(j+1) = E(j) into E(j) = E(0) by induction in both directions.

In `exists_potential`, `hstep` is the step where the curl cancels, and `linarith` assembles the horizontal difference. `curl_eq_iff` applies this to `v' - v`, with `curl_add_grad` for the converse.

`curl_surjective` supplies the horizontal-link field. `gaugeInvariant_iff` uses `Function.surjInv` to choose a field for each ω, and surjectivity again for uniqueness. In `current_gaugeInvariant_iff`, `h1` and `h2` say that J ↦ J/n and v ↦ nv are inverse to each other. The uniform-flow proof applies `eq_of_step` to χ(i,0) − ci.
